# When a target exchange energy fixes the gradient coefficient of a PBE-type functional on a finite grid

On a nonempty finite grid, let the weight w_i > 0 be the magnitude of the local-density exchange energy contributed by point i, s_i > 0 the reduced gradient there, and W = ∑_i w_i the total weight. For a constant k > 0, which caps the gradient enhancement, and a target magnitude T, exactly one gradient coefficient m > 0 satisfies

∑_i w_i (1 + k − k/(1 + m s_i²/k)) = T

if and only if W < T < (1+k)W.

PBEmol obtains its gradient coefficient by matching the exchange energy of the hydrogen atom. For a fixed density on a finite grid, the result says when such a fit has one answer. Whether the hydrogen target lies in the window is a numerical matter, settled by computing W.

## Enhancement factors and the grid sum

```lean
import Mathlib

open Filter Topology Set

namespace GradientCoefficientFit

noncomputable section
```

Both the PBE and the RPBE form are built from a profile g that rises from 0 to 1. `Saturating` collects the properties needed: g is continuous and strictly increasing on [0, ∞), which Lean writes `Ici 0`, with g(0) = 0 and g(x) → 1 as x → ∞.

```lean
/-- A saturating profile: continuous and strictly increasing on `[0, ∞)`, zero at the origin,
with limit one at infinity. -/
structure Saturating (g : ℝ → ℝ) : Prop where
  cont : ContinuousOn g (Ici 0)
  mono : StrictMonoOn g (Ici 0)
  zero : g 0 = 0
  lim : Tendsto g atTop (𝓝 1)
```

The PBE form, shared by revPBE and PBEmol, uses a rational profile.

```lean
/-- The rational profile of the PBE form. -/
def pbeProfile (x : ℝ) : ℝ := 1 - 1 / (1 + x)
```

RPBE uses an exponential one.

```lean
/-- The exponential profile of the RPBE form. -/
def rpbeProfile (x : ℝ) : ℝ := 1 - Real.exp (-x)
```

The enhancement factor multiplies the local-density exchange at reduced gradient s:

F(s) = 1 + k g(m s²/k).

The constant k, usually written κ, caps F at 1 + k; in PBE it is chosen so that the Lieb–Oxford bound is respected locally. The coefficient m, usually written μ, sets the small-gradient behaviour F ≈ 1 + m s² for both profiles.

```lean
/-- The exchange enhancement factor with profile `g`, saturation parameter `k` and gradient
coefficient `m`, at reduced gradient `s`. -/
def enhancement (g : ℝ → ℝ) (k m s : ℝ) : ℝ := 1 + k * g (m * s ^ 2 / k)
```

Exchange energies are negative, so the sum and the target T are magnitudes. Each w_i is a quadrature weight times the magnitude of the local-density exchange energy per unit volume at point i. For a spin-polarised atom such as hydrogen, w_i and s_i must be built with the spin-scaling relation. The grid is a finite type `ι`, and the sum is

E(m) = ∑_i w_i (1 + k g(m s_i²/k)).

Neither w_i nor s_i depends on m: the density is held fixed, and self-consistent changes are not described. Except where stated otherwise, the grid is nonempty, and k and all w_i and s_i are positive.

```lean
/-- The magnitude of the exchange energy on a grid, where `w i` is the local-density
contribution of point `i` and `s i` its reduced gradient. -/
def gridExchange {ι : Type*} [Fintype ι] (g : ℝ → ℝ) (w s : ι → ℝ) (k m : ℝ) : ℝ :=
  ∑ i, w i * enhancement g k m (s i)
```

## (a) The PBE profile saturates

**Task.** Show that g(x) = 1 − 1/(1+x) has the four properties.

**Solution.** For x ≥ 0 the denominator is at least 1, so g is continuous. If 0 ≤ x < y, then 1/(1+y) < 1/(1+x), hence g(x) < g(y). Also g(0) = 1 − 1 = 0, and 1/(1+x) → 0 gives g(x) → 1.

The four fields of the Lean proof establish these four properties in the same order; `one_div_lt_one_div_of_lt` supplies the reversed inequality for reciprocals.

```lean
/-- The PBE profile is saturating. -/
theorem pbeProfile_saturating : Saturating pbeProfile where
  cont := by
    show ContinuousOn (fun x : ℝ => 1 - 1 / (1 + x)) (Ici 0)
    refine continuousOn_const.sub (continuousOn_const.div (by fun_prop) ?_)
    intro x hx
    have hx' : (0 : ℝ) ≤ x := hx
    show 1 + x ≠ 0
    positivity
  mono := by
    intro x hx y _ hxy
    have hx' : (0 : ℝ) ≤ x := hx
    have h := one_div_lt_one_div_of_lt (by linarith : 0 < 1 + x) (by linarith : 1 + x < 1 + y)
    simp only [pbeProfile]
    linarith
  zero := by norm_num [pbeProfile]
  lim := by
    have h : Tendsto (fun x : ℝ => (1 + x)⁻¹) atTop (𝓝 0) :=
      tendsto_inv_atTop_zero.comp (tendsto_atTop_add_const_left _ 1 tendsto_id)
    show Tendsto (fun x : ℝ => 1 - 1 / (1 + x)) atTop (𝓝 1)
    simpa using h.const_sub 1
```

## (b) The RPBE profile saturates

**Task.** Do the same for g(x) = 1 − exp(−x).

**Solution.** The exponential is continuous. If x < y, then exp(−y) < exp(−x), so g(x) < g(y). Finally g(0) = 1 − 1 = 0, and exp(−x) → 0 gives the limit 1.

```lean
/-- The RPBE profile is saturating. -/
theorem rpbeProfile_saturating : Saturating rpbeProfile where
  cont := by
    show ContinuousOn (fun x : ℝ => 1 - Real.exp (-x)) (Ici 0)
    fun_prop
  mono := by
    intro x _ y _ hxy
    have h := Real.exp_lt_exp.mpr (neg_lt_neg hxy)
    simp only [rpbeProfile]
    linarith
  zero := by simp [rpbeProfile]
  lim := by
    show Tendsto (fun x : ℝ => 1 - Real.exp (-x)) atTop (𝓝 1)
    simpa using Real.tendsto_exp_neg_atTop_nhds_zero.const_sub 1
```

## (c) Grid exchange increases with the gradient coefficient

**Task.** For a saturating profile, show that 0 ≤ a < b implies E(a) < E(b).

**Solution.** Since s_i > 0 and k > 0,

0 ≤ a s_i²/k < b s_i²/k.

Strict monotonicity of g, followed by multiplication by k and by w_i, makes every term of E(b) larger than the corresponding term of E(a). The grid has at least one point, so the sums differ strictly.

In Lean, `Finset.sum_lt_sum_of_nonempty` reduces the claim to one term, and the two uses of `mul_lt_mul_of_pos_left` restore the factors k and w_i.

```lean
variable {ι : Type*} [Fintype ι] {g : ℝ → ℝ} {w s : ι → ℝ} {k : ℝ}

/-- For positive weights and reduced gradients, the grid exchange is strictly increasing in the
gradient coefficient on `[0, ∞)`. -/
theorem gridExchange_strictMonoOn [Nonempty ι] (hg : Saturating g) (hw : ∀ i, 0 < w i)
    (hs : ∀ i, 0 < s i) (hk : 0 < k) : StrictMonoOn (gridExchange g w s k) (Ici 0) := by
  intro a ha b hb hab
  have ha' : (0 : ℝ) ≤ a := ha
  have hb' : (0 : ℝ) ≤ b := hb
  refine Finset.sum_lt_sum_of_nonempty Finset.univ_nonempty fun i _ => ?_
  have hsi := hs i
  have hlt : a * s i ^ 2 / k < b * s i ^ 2 / k :=
    div_lt_div_of_pos_right (mul_lt_mul_of_pos_right hab (by positivity)) hk
  have h := hg.mono (show (0 : ℝ) ≤ a * s i ^ 2 / k by positivity)
    (show (0 : ℝ) ≤ b * s i ^ 2 / k by positivity) hlt
  have h2 := mul_lt_mul_of_pos_left h hk
  refine mul_lt_mul_of_pos_left ?_ (hw i)
  simp only [enhancement]
  linarith
```

## (d) The large-coefficient limit is (1+k)W

**Task.** Find the limit of E(m) as m → ∞.

**Solution.** At each point m s_i²/k → ∞, because s_i²/k > 0. Hence g(m s_i²/k) → 1, and the i-th term tends to w_i(1 + k). A finite sum of limits is the limit of the sum:

E(m) → ∑_i w_i (1 + k) = (1+k)W.

The code proves the termwise limit as `hterm` and adds the terms with `tendsto_finsetSum`. The signs of the weights play no role here.

```lean
/-- For a large gradient coefficient the grid exchange tends to `1 + k` times the total
weight. -/
theorem gridExchange_tendsto (hg : Saturating g) (hs : ∀ i, 0 < s i) (hk : 0 < k) :
    Tendsto (gridExchange g w s k) atTop (𝓝 ((1 + k) * ∑ i, w i)) := by
  have hsum : (1 + k) * ∑ i, w i = ∑ i, w i * (1 + k * 1) := by
    rw [Finset.mul_sum]
    exact Finset.sum_congr rfl fun i _ => by ring
  have hterm : ∀ i ∈ Finset.univ, Tendsto (fun m => w i * enhancement g k m (s i)) atTop
      (𝓝 (w i * (1 + k * 1))) := by
    intro i _
    have hsi := hs i
    have h1 : Tendsto (fun m : ℝ => m * (s i ^ 2 / k)) atTop atTop :=
      tendsto_id.atTop_mul_const (by positivity)
    have h2 : Tendsto (fun m : ℝ => m * s i ^ 2 / k) atTop atTop :=
      h1.congr fun m => by ring
    exact (((hg.lim.comp h2).const_mul k).const_add 1).const_mul (w i)
  rw [hsum]
  exact tendsto_finsetSum _ hterm
```

## (e) One fitted coefficient for any saturating profile

**Task.** Show that E(m) = T has exactly one positive solution if and only if W < T < (1+k)W.

**Solution.** Since g(0) = 0, E(0) = W.

Suppose first that some m > 0 gives E(m) = T. By (c), T > E(0) = W. Also E(m) < E(m+1), and E(m+1) cannot exceed the limit of an increasing function, so T < (1+k)W.

Now suppose that T lies in the window. By (d) there is an M ≥ 0 with E(M) > T. The function E is continuous on [0, M], and E(0) < T < E(M), so the intermediate value theorem gives an m in [0, M] with E(m) = T. It is not 0, because E(0) = W < T. By (c), no second nonnegative coefficient gives the same value.

In the statement, `∃! m` means that one m satisfies both 0 < m and the fitting equation, and no other does. The forward half of the proof uses only the existence of a solution, so a target outside the window has no positive fit at all. In the reverse half, `intermediate_value_Icc` finds m and `hmono.injOn` gives uniqueness.

```lean
/-- For any saturating profile, exactly one positive gradient coefficient reproduces the target
exchange `T` if and only if `T` lies strictly between the total weight and `1 + k` times it. -/
theorem fit_existsUnique_iff [Nonempty ι] (hg : Saturating g) (hw : ∀ i, 0 < w i)
    (hs : ∀ i, 0 < s i) (hk : 0 < k) (T : ℝ) :
    (∃! m, 0 < m ∧ gridExchange g w s k m = T) ↔
      ∑ i, w i < T ∧ T < (1 + k) * ∑ i, w i := by
  have hmono := gridExchange_strictMonoOn hg hw hs hk
  have hlim := gridExchange_tendsto (w := w) hg hs hk
  have h0 : gridExchange g w s k 0 = ∑ i, w i := by
    simp [gridExchange, enhancement, hg.zero]
  constructor
  · rintro ⟨m, ⟨hm, rfl⟩, -⟩
    refine ⟨h0 ▸ hmono (show (0 : ℝ) ≤ 0 from le_rfl) hm.le hm, ?_⟩
    -- the value at m + 1 is larger still, and never exceeds the limit
    have h1 : gridExchange g w s k m < gridExchange g w s k (m + 1) :=
      hmono hm.le (show (0 : ℝ) ≤ m + 1 by linarith) (by linarith)
    refine lt_of_lt_of_le h1 (ge_of_tendsto hlim ?_)
    filter_upwards [eventually_ge_atTop (m + 1)] with x hx
    exact hmono.monotoneOn (show (0 : ℝ) ≤ m + 1 by linarith)
      (show (0 : ℝ) ≤ x by linarith) hx
  · rintro ⟨hT1, hT2⟩
    have hcont : ContinuousOn (gridExchange g w s k) (Ici 0) := by
      have hterm : ∀ i ∈ Finset.univ,
          ContinuousOn (fun m => w i * enhancement g k m (s i)) (Ici 0) := by
        intro i _
        have hin : ContinuousOn (fun m : ℝ => m * s i ^ 2 / k) (Ici 0) := by fun_prop
        have hmaps : MapsTo (fun m : ℝ => m * s i ^ 2 / k) (Ici 0) (Ici 0) := by
          intro m hm
          have hm' : (0 : ℝ) ≤ m := hm
          show (0 : ℝ) ≤ m * s i ^ 2 / k
          positivity
        exact continuousOn_const.mul
          (continuousOn_const.add (continuousOn_const.mul (hg.cont.comp hin hmaps)))
      exact continuousOn_finsetSum _ hterm
    -- some coefficient overshoots the target, so an intermediate one meets it
    obtain ⟨M, hM, hM0⟩ := ((hlim.eventually_const_lt hT2).and (eventually_ge_atTop 0)).exists
    obtain ⟨m, hm, hmT⟩ := intermediate_value_Icc hM0 (hcont.mono Icc_subset_Ici_self)
      ⟨by rw [h0]; exact hT1.le, hM.le⟩
    have hne : m ≠ 0 := by
      rintro rfl
      linarith
    refine ⟨m, ⟨lt_of_le_of_ne hm.1 hne.symm, hmT⟩, ?_⟩
    rintro y ⟨hy, hyT⟩
    exact hmono.injOn hy.le hm.1 (hyT.trans hmT.symm)
```

**A zero gradient spoils the window.** Take two points with w₁ = w₂ = 1, s₁ = 0, s₂ = 1, and the PBE form with k = 1. Then

E(m) = 1 + 2 − 1/(1+m) < 3 for every m > 0,

although (1+k)W = 4. The target T = 3.5 lies in the window and has no fit. The point with zero gradient never receives any enhancement.

## (f) The fit in explicit PBE form

**Task.** Specialise (e) to the formula in the opening statement.

**Solution.** With the rational profile,

1 + k(1 − 1/(1 + m s²/k)) = 1 + k − k/(1 + m s²/k).

By (a) the profile is saturating, so (e) applies. Lean proves the identity as `hF` and rewrites the general theorem with it.

```lean
/-- In the PBE form, exactly one positive gradient coefficient reproduces the target exchange
`T` if and only if `T` lies strictly between the total weight and `1 + k` times it. -/
theorem pbe_fit_existsUnique_iff [Nonempty ι] (hw : ∀ i, 0 < w i) (hs : ∀ i, 0 < s i)
    (hk : 0 < k) (T : ℝ) :
    (∃! m, 0 < m ∧ ∑ i, w i * (1 + k - k / (1 + m * s i ^ 2 / k)) = T) ↔
      ∑ i, w i < T ∧ T < (1 + k) * ∑ i, w i := by
  have hF : ∀ m x : ℝ, enhancement pbeProfile k m x = 1 + k - k / (1 + m * x ^ 2 / k) := by
    intro m x
    simp only [enhancement, pbeProfile]
    ring
  have h := fit_existsUnique_iff pbeProfile_saturating hw hs hk T
  simpa only [gridExchange, hF] using h
```

**In a fitting code.** With w_i and s_i stored from a fixed density, first compute W and test W < T < (1+k)W. If the test passes, start at some positive m, double it until E(m) > T, and bisect between 0 and that value. Before any of this, check that every w_i and s_i is positive: some angular quadratures contain negative weights, and the density gradient vanishes at points such as the midpoint of H₂. With a zero gradient the window test can pass although no fit exists, and the doubling would then never stop.

## (g) A larger enhancement factor needs a smaller coefficient

**Task.** Let F′, with profile g′ and constant k′, lie strictly above F at every positive coefficient and gradient. If E(m) = E′(m′) with m, m′ > 0, show that m′ < m.

**Solution.** Suppose instead that m ≤ m′. Then (c) gives E(m) ≤ E(m′), and comparing the two factors at the same coefficient m′ gives E(m′) < E′(m′). Together E(m) < E′(m′), which contradicts the equal fit.

Only g has to be saturating. The comparison of factors is the hypothesis `hF`, which (h) and (i) establish for particular forms. The inequalities `h1` and `h2` are the two steps above.

```lean
/-- If one enhancement factor lies strictly above another at equal gradient coefficient, then
fitting both to the same exchange gives the upper one the smaller coefficient. -/
theorem fit_lt_of_enhancement_lt [Nonempty ι] {g' : ℝ → ℝ} {k' m m' : ℝ} (hg : Saturating g)
    (hw : ∀ i, 0 < w i) (hs : ∀ i, 0 < s i) (hk : 0 < k)
    (hF : ∀ a x, 0 < a → 0 < x → enhancement g k a x < enhancement g' k' a x)
    (hm : 0 < m) (hm' : 0 < m')
    (hfit : gridExchange g w s k m = gridExchange g' w s k' m') : m' < m := by
  by_contra hcon
  have h1 : gridExchange g w s k m ≤ gridExchange g w s k m' :=
    (gridExchange_strictMonoOn hg hw hs hk).monotoneOn hm.le hm'.le (not_lt.mp hcon)
  have h2 : gridExchange g w s k m' < gridExchange g' w s k' m' :=
    Finset.sum_lt_sum_of_nonempty Finset.univ_nonempty fun i _ =>
      mul_lt_mul_of_pos_left (hF m' (s i) hm' (hs i)) (hw i)
  linarith
```

## (h) Raising k lowers the fitted PBE coefficient

**Task.** For 0 < k < k′ and equal exchange in the PBE form, show that m′ < m.

**Solution.** Write y = a x² > 0 for a coefficient a and a gradient x. For any c > 0,

c(1 − 1/(1 + y/c)) = c y/(c + y) = y − y²/(c + y).

In the last expression c occurs once, and increasing it lowers the subtracted fraction. The factor with k′ is therefore the larger one, and (g) applies. The identity is `key` in the code.

revPBE raises k but keeps the PBE coefficient. The theorem concerns a different operation: refitting m to an unchanged exchange energy after k has been raised.

```lean
/-- In the PBE form, raising the saturation parameter from `k` to `k'` lowers the gradient
coefficient fitted to the same exchange. -/
theorem pbe_fit_lt_of_kappa_lt [Nonempty ι] {k' m m' : ℝ} (hw : ∀ i, 0 < w i)
    (hs : ∀ i, 0 < s i) (hk : 0 < k) (hkk : k < k') (hm : 0 < m) (hm' : 0 < m')
    (hfit : gridExchange pbeProfile w s k m = gridExchange pbeProfile w s k' m') : m' < m := by
  refine fit_lt_of_enhancement_lt pbeProfile_saturating hw hs hk ?_ hm hm' hfit
  intro a x ha hx
  have hy : 0 < a * x ^ 2 := by positivity
  simp only [enhancement, pbeProfile]
  generalize a * x ^ 2 = y at hy ⊢
  -- rewrite the gradient correction so that k occurs only once
  have key : ∀ c : ℝ, 0 < c → c * (1 - 1 / (1 + y / c)) = y - y ^ 2 / (c + y) := by
    intro c hc
    have hcy : c + y ≠ 0 := by positivity
    have h1 : 1 + y / c = (c + y) / c := by
      rw [add_div, div_self hc.ne']
    rw [h1, one_div_div]
    field_simp
    ring
  rw [key k hk, key k' (hk.trans hkk)]
  have h := div_lt_div_of_pos_left (by positivity : 0 < y ^ 2) (by linarith : 0 < k + y)
    (by linarith : k + y < k' + y)
  linarith
```

## (i) At equal k and equal exchange, the RPBE form needs a smaller coefficient than the PBE form

**Task.** At equal k and equal exchange, compare the PBE coefficient m with the RPBE coefficient m′.

**Solution.** Put y = a x²/k > 0. The exponential lies above its tangent line, 1 + y < exp(y), so

exp(−y) < 1/(1 + y), and hence 1 − 1/(1 + y) < 1 − exp(−y).

Multiplying by k and adding 1 shows that the RPBE factor is the larger one, and (g) gives m′ < m. In Lean, `Real.add_one_lt_exp` provides the tangent-line inequality, and `h4` is the comparison of profiles.

As in (h), both fits are given by hypothesis; (e) says for which targets each exists.

```lean
/-- At equal saturation parameter and equal exchange, the fitted gradient coefficient of the
RPBE form is smaller than that of the PBE form. -/
theorem rpbe_fit_lt_pbe_fit [Nonempty ι] {m m' : ℝ} (hw : ∀ i, 0 < w i)
    (hs : ∀ i, 0 < s i) (hk : 0 < k) (hm : 0 < m) (hm' : 0 < m')
    (hfit : gridExchange pbeProfile w s k m = gridExchange rpbeProfile w s k m') : m' < m := by
  refine fit_lt_of_enhancement_lt pbeProfile_saturating hw hs hk ?_ hm hm' hfit
  intro a x ha hx
  have hy : 0 < a * x ^ 2 / k := by positivity
  simp only [enhancement, pbeProfile, rpbeProfile]
  generalize a * x ^ 2 / k = y at hy ⊢
  -- the exponential exceeds its tangent line
  have h1 : 1 + y < Real.exp y := by
    have := Real.add_one_lt_exp hy.ne'
    linarith
  have h2 := one_div_lt_one_div_of_lt (by linarith : 0 < 1 + y) h1
  have h3 : Real.exp (-y) = 1 / Real.exp y := by rw [Real.exp_neg, one_div]
  have h4 : 1 - 1 / (1 + y) < 1 - Real.exp (-y) := by
    rw [h3]
    linarith
  have h5 := mul_lt_mul_of_pos_left h4 hk
  linarith

end

end GradientCoefficientFit
```

```lean
#print axioms GradientCoefficientFit.gridExchange_tendsto
-- 'GradientCoefficientFit.gridExchange_tendsto' depends on axioms: [propext, Classical.choice, Quot.sound]
#print axioms GradientCoefficientFit.pbe_fit_existsUnique_iff
-- 'GradientCoefficientFit.pbe_fit_existsUnique_iff' depends on axioms: [propext, Classical.choice, Quot.sound]
#print axioms GradientCoefficientFit.pbe_fit_lt_of_kappa_lt
-- 'GradientCoefficientFit.pbe_fit_lt_of_kappa_lt' depends on axioms: [propext, Classical.choice, Quot.sound]
#print axioms GradientCoefficientFit.rpbe_fit_lt_pbe_fit
-- 'GradientCoefficientFit.rpbe_fit_lt_pbe_fit' depends on axioms: [propext, Classical.choice, Quot.sound]
```
